# A sharp lower bound on the formula for the light atom's kinetic-energy share in the optical modes of a diatomic chain

Take a classical one-dimensional harmonic chain of alternating masses `m < M`, joined by equal nearest-neighbour springs of constant `K`. For phase `x` per two-atom unit cell, the two squared frequencies are `K` times `1 / m + 1 / M` plus or minus `splitting m M x`; this is the `K` of the first docstring, and it drops out of everything below. The number `(1 + contrast m M x) / 2` is the lighter atom's share of the time-averaged kinetic energy in the optical (upper) mode. `share_sharp_bound` states that, for `0 < m < M`, this number is at least `M / (M + m)` for every real `x`, equals that bound at `x = 0`, and equals one at `x = π`. The Lean statement concerns the explicit formula only; it does not derive the modes from equations of motion. The proof bounds `splitting` above by `1 / m + 1 / M`, computes its value at `x = 0`, and tries to obtain its value at `x = π` from the formula for its square.

Lean 4 with Mathlib refuses this proof:

```lean
import Mathlib

open Matrix ComplexConjugate

namespace DiatomicChainPolarization

noncomputable section

/-- Half the distance between the two squared-frequency branches, in units of `K`. -/
def splitting (m M x : ℝ) : ℝ :=
  √((1 / m + 1 / M) ^ 2 - 4 * Real.sin (x / 2) ^ 2 / (m * M))

/-- The difference of inverse masses `1/m - 1/M` divided by `splitting m M x`. -/
def contrast (m M x : ℝ) : ℝ := (1 / m - 1 / M) / splitting m M x

/-- The squared splitting is a mass-difference term plus a coupling term. -/
theorem splitting_sq {m M : ℝ} (hm : 0 < m) (hM : 0 < M) (x : ℝ) :
    splitting m M x ^ 2 = (1 / m - 1 / M) ^ 2 + 4 * Real.cos (x / 2) ^ 2 / (m * M) := by
  have h : (1 / m + 1 / M) ^ 2 - 4 * Real.sin (x / 2) ^ 2 / (m * M)
      = (1 / m - 1 / M) ^ 2 + 4 * Real.cos (x / 2) ^ 2 / (m * M) := by
    rw [Real.sin_sq]; ring
  rw [splitting, h, Real.sq_sqrt (by positivity)]

/-- For `0 < m < M`, the quantity `splitting m M x` is positive at every phase. -/
theorem splitting_pos {m M : ℝ} (hm : 0 < m) (h : m < M) (x : ℝ) : 0 < splitting m M x := by
  have hM : 0 < M := hm.trans h
  have hd : 0 < 1 / m - 1 / M := sub_pos.2 (one_div_lt_one_div_of_lt hm h)
  have h2 : 0 < splitting m M x ^ 2 := by
    rw [splitting_sq hm hM]; positivity
  have h0 : 0 ≤ splitting m M x := Real.sqrt_nonneg _
  exact lt_of_le_of_ne h0 (fun e => by rw [← e] at h2; norm_num at h2)

/-- The share `(1 + contrast)/2` is at least `M/(M+m)` at every phase, equals this bound at
`x = 0`, and equals one at `x = π`. -/
theorem share_sharp_bound {m M : ℝ} (hm : 0 < m) (h : m < M) :
    (∀ x, M / (M + m) ≤ (1 + contrast m M x) / 2) ∧
    (1 + contrast m M 0) / 2 = M / (M + m) ∧ (1 + contrast m M Real.pi) / 2 = 1 := by
  have hM : 0 < M := hm.trans h
  have hs : 0 < M + m := by positivity
  have hd : 0 < 1 / m - 1 / M := sub_pos.2 (one_div_lt_one_div_of_lt hm h)
  have e : (1 / m - 1 / M) * (M + m) = (M - m) * (1 / m + 1 / M) := by
    field_simp <;> ring
  have e2 : M / (M + m) = (1 + (M - m) / (M + m)) / 2 := by
    field_simp <;> ring
  refine ⟨fun x => ?_, ?_, ?_⟩
  · -- the splitting never exceeds its value at the zone centre
    have hle : splitting m M x ≤ 1 / m + 1 / M := by
      have hp : 0 ≤ 4 * Real.sin (x / 2) ^ 2 / (m * M) := by positivity
      exact Real.sqrt_le_iff.2 ⟨by positivity, by linarith⟩
    have hc : (M - m) / (M + m) ≤ contrast m M x := by
      rw [contrast, div_le_div_iff₀ hs (splitting_pos hm h x), e]
      exact mul_le_mul_of_nonneg_left hle (by linarith)
    rw [e2]; linarith
  · have h0 : splitting m M 0 = 1 / m + 1 / M := by
      have hz : (1 / m + 1 / M) ^ 2 - 4 * Real.sin (0 / 2) ^ 2 / (m * M)
          = (1 / m + 1 / M) ^ 2 := by simp
      rw [splitting, hz, Real.sqrt_sq (by positivity)]
    have hc : contrast m M 0 = (M - m) / (M + m) := by
      rw [contrast, h0, div_eq_div_iff (by positivity) hs.ne', e]
    rw [hc, e2]
  · have hq := splitting_sq hm hM Real.pi
    rw [Real.cos_pi_div_two] at hq
    have hp : splitting m M Real.pi = 1 / m - 1 / M := by
      have hpos := splitting_pos hm h Real.pi
      nlinarith
    rw [contrast, hp, div_self hd.ne']; norm_num

end

end DiatomicChainPolarization
```

Compiling this gives:

```
Main.lean:65:6: error: linarith failed to find a contradiction
case h1
m M : ℝ
hm : 0 < m
h : m < M
hM : 0 < M
hs : 0 < M + m
hd : 0 < 1 / m - 1 / M
e : (1 / m - 1 / M) * (M + m) = (M - m) * (1 / m + 1 / M)
e2 : M / (M + m) = (1 + (M - m) / (M + m)) / 2
hq : splitting m M Real.pi ^ 2 = (1 / m - 1 / M) ^ 2 + 4 * 0 ^ 2 / (m * M)
hpos : 0 < splitting m M Real.pi
a✝ : splitting m M Real.pi < 1 / m - 1 / M
⊢ False
failed
```

Cause. The error is at `nlinarith`, which must show that `splitting m M Real.pi` equals `1 / m - 1 / M`. The tactic proves an equality by refuting the two strict inequalities, and the message shows the case that assumes the splitting is smaller, where no contradiction was found.

The hypotheses do suffice mathematically. Write `s` for the splitting and `d` for `1 / m - 1 / M`. Multiplying the assumption `s < d` by `hpos` and by `hd` and adding gives `s ^ 2 < d ^ 2`, which contradicts `hq` once its last term is known to be zero. But `rw` only replaced the cosine by `0` and simplified nothing, so the term still stands in `hq` as `4 * 0 ^ 2 / (m * M)`. When `nlinarith` reads hypotheses as polynomials it expands sums, products and numeral powers, but a quotient by a non-numeral such as `m * M` is taken whole as an unknown, and the zero in its numerator is never looked at. So `hq` only says that `s ^ 2` is `d ^ 2` plus an unknown about which no other hypothesis says anything, and that is compatible with `s < d`.

The repair leaves nothing to search for. `linear_combination hq` proves `(s - d) * (s + d) = 0`: it hands the difference between this goal and `hq` to `ring`, which does normalise inside quotients and evaluates the last term to zero. The sum `s + d` is positive by `hpos` and `hd`, so the factor `s - d` must vanish, which is the equality wanted.

The changes to the `field_simp` lines are mere tidying; no error was reported there.

The repair, with which the file compiles:

```diff
@@ -40,7 +40,8 @@
   have hd : 0 < 1 / m - 1 / M := sub_pos.2 (one_div_lt_one_div_of_lt hm h)
   have e : (1 / m - 1 / M) * (M + m) = (M - m) * (1 / m + 1 / M) := by
-    field_simp <;> ring
+    field_simp
   have e2 : M / (M + m) = (1 + (M - m) / (M + m)) / 2 := by
-    field_simp <;> ring
+    field_simp
+    ring
   refine ⟨fun x => ?_, ?_, ?_⟩
   · -- the splitting never exceeds its value at the zone centre
@@ -63,5 +64,8 @@
     have hp : splitting m M Real.pi = 1 / m - 1 / M := by
       have hpos := splitting_pos hm h Real.pi
-      nlinarith
+      have hf : (splitting m M Real.pi - (1 / m - 1 / M))
+          * (splitting m M Real.pi + (1 / m - 1 / M)) = 0 := by
+        linear_combination hq
+      exact sub_eq_zero.1 ((mul_eq_zero.1 hf).resolve_right (add_pos hpos hd).ne')
     rw [contrast, hp, div_self hd.ne']; norm_num
 
```
